# A symmetric X is a least-squares Hessian fit exactly when AᵀAX + XAᵀA = AᵀB + BᵀA

Q: Take two coordinates. I displace the system by a₁ along the first and record the gradient change (b₁₁, b₁₂), then by a₂ along the second and record (b₂₁, b₂₂). A Hessian X has a single off-diagonal element x₁₂, but I have measured it twice, and the two values disagree. What does "best fit" do with that?

A: It minimises the sum of squared errors,

(a₁x₁₁ − b₁₁)² + (a₁x₁₂ − b₁₂)² + (a₂x₁₂ − b₂₁)² + (a₂x₂₂ − b₂₂)².

Setting the derivative with respect to x₁₂ to zero gives

(a₁² + a₂²) x₁₂ = a₁b₁₂ + a₂b₂₁.

For equal nonzero steps this is the average of the two estimates. For unequal steps the longer one counts for more. If a₂ = 0 and a₁ ≠ 0, then x₁₂ = b₁₂/a₁, while x₂₂ drops out of the misfit and stays undetermined.

Q: And for general displacements?

A: Put the displacements in the rows of A and the gradient changes in the rows of B. A harmonic surface with Hessian X predicts AX. Write ‖M‖² for the sum of squared entries of M, let R = AX − B, and change X by a symmetric H:

‖A(X + H) − B‖² = ‖R‖² + tr((AH)ᵀR) + tr(RᵀAH) + ‖AH‖².

Since Hᵀ = H, and the trace is cyclic, the two middle terms add up to tr(HS), with

S = AᵀR + RᵀA = AᵀAX + XAᵀA − (AᵀB + BᵀA).

The last equality uses Xᵀ = X. If S = 0, any symmetric Y has squared misfit ‖R‖² + ‖A(Y − X)‖², so X is a minimiser.

Q: That is sufficiency. Why must S vanish at a minimum, when only symmetric variations are allowed?

A: Because S is itself symmetric, H = tS is allowed for every real t. With s = ‖S‖² and c = ‖AS‖², minimality says

0 ≤ ts + t²c.

Choose t = −s/(c + 1). The right-hand side becomes −s²/(c + 1)², so s = 0 and S = 0.

Q: Now the formal version. Does it speak about my measurements, or about some abstract matrices?

A: The type `m` labels measurements and `n` labels coordinates. Both are finite, and neither has to be the larger.

In Lean 4 with Mathlib:

```lean
import Mathlib

open Matrix

namespace SymmetricProcrustes

noncomputable section

variable {m n : Type*} [Fintype m] [Fintype n]
```

The squared misfit and the norm are written out entry by entry.

```lean
/-- The sum of the squares of all entries of a real matrix. -/
def frobSq (M : Matrix m n ℝ) : ℝ := ∑ i, ∑ j, M i j ^ 2

/-- The Frobenius norm of a real matrix. -/
def frobNorm (M : Matrix m n ℝ) : ℝ := Real.sqrt (frobSq M)
```

`IsHessianFit A B X` says that X is symmetric and that no symmetric Y has a smaller residual norm. `fitGradient` is the S above.

```lean
/-- `X` is a best symmetric Hessian for displacements `A` and gradient changes `B` (one
measurement per row): it is symmetric, and no symmetric matrix has a smaller residual norm. -/
def IsHessianFit (A B : Matrix m n ℝ) (X : Matrix n n ℝ) : Prop :=
  X.IsSymm ∧ ∀ Y : Matrix n n ℝ, Y.IsSymm → frobNorm (A * X - B) ≤ frobNorm (A * Y - B)

/-- The matrix `AᵀA X + X AᵀA - (AᵀB + BᵀA)`, the gradient of the squared misfit along
symmetric variations of a symmetric `X`. -/
def fitGradient (A B : Matrix m n ℝ) (X : Matrix n n ℝ) : Matrix n n ℝ :=
  Aᵀ * A * X + X * (Aᵀ * A) - (Aᵀ * B + Bᵀ * A)
```

The main theorem, `isHessianFit_iff`, takes any real A and B and a symmetric X, and states that `IsHessianFit A B X` is equivalent to the matrix equation. There is no rank condition. The symmetry hypothesis is needed: for A = 0 the equation reads 0 = 0, and every matrix solves it, symmetric or not.

Q: What physics has been idealised away?

A: The gradient is taken as linear in the displacement, so anharmonicity can distort the fitted X as well as add to the residual. All entries of B carry equal weight, so coordinates with different units or noise levels must be rescaled beforehand. Nothing makes X positive definite or imposes translational and rotational invariance. Within this finite, harmonic, equally weighted model, the result bears on Hessians built from finite differences of electronic-structure gradients: with one step of the same length along each coordinate, averaging the raw Hessian with its transpose is the least-squares fit.

Q: Then show me the proof. What does it need before the expansion?

A: Three facts about sums of squares: they are nonnegative, they vanish only for the zero matrix, and they equal tr(MᵀM).

```lean
/-- The sum of squared entries is nonnegative. -/
lemma frobSq_nonneg (M : Matrix m n ℝ) : 0 ≤ frobSq M :=
  Finset.sum_nonneg fun _ _ => Finset.sum_nonneg fun _ _ => sq_nonneg _

/-- A matrix whose squared entries sum to zero is the zero matrix. -/
lemma eq_zero_of_frobSq {M : Matrix m n ℝ} (h : frobSq M = 0) : M = 0 := by
  unfold frobSq at h
  ext i j
  have h1 := (Finset.sum_eq_zero_iff_of_nonneg
    (fun i _ => Finset.sum_nonneg fun j _ => sq_nonneg (M i j))).1 h i (Finset.mem_univ i)
  have h2 := (Finset.sum_eq_zero_iff_of_nonneg
    (fun j _ => sq_nonneg (M i j))).1 h1 j (Finset.mem_univ j)
  simpa using h2

/-- The sum of squared entries of `M` is the trace of `MᵀM`. -/
lemma frobSq_eq_trace (M : Matrix m n ℝ) : frobSq M = Matrix.trace (Mᵀ * M) := by
  simp only [frobSq, Matrix.trace, Matrix.diag_apply, Matrix.mul_apply,
    Matrix.transpose_apply, pow_two]
  exact Finset.sum_comm
```

The expansion follows. In the code, `h3` rewrites S in terms of the residual, which `generalize` then replaces by a single letter `R`. The steps `h1` and `h2` turn the two cross terms into the two halves of tr(HS).

```lean
/-- For symmetric `X` and a symmetric variation `H`, the squared misfit is exactly quadratic,
with linear term `tr (H S)`, where `S` is the fit gradient at `X`. -/
theorem misfit_expansion (A B : Matrix m n ℝ) {X H : Matrix n n ℝ}
    (hX : X.IsSymm) (hH : H.IsSymm) :
    frobSq (A * (X + H) - B) =
      frobSq (A * X - B) + Matrix.trace (H * fitGradient A B X) + frobSq (A * H) := by
  have e : A * (X + H) - B = (A * X - B) + A * H := by
    rw [Matrix.mul_add]; abel
  have h3 : fitGradient A B X = Aᵀ * (A * X - B) + (A * X - B)ᵀ * A := by
    simp only [fitGradient, Matrix.mul_sub, Matrix.sub_mul, Matrix.transpose_sub,
      Matrix.transpose_mul, hX.eq, Matrix.mul_assoc]
    abel
  rw [e, h3]
  generalize A * X - B = R
  -- the two cross terms of the square are the two halves of the gradient term
  have h1 : Matrix.trace ((A * H)ᵀ * R) = Matrix.trace (H * (Aᵀ * R)) := by
    rw [Matrix.transpose_mul, hH.eq, Matrix.mul_assoc]
  have h2 : Matrix.trace (Rᵀ * (A * H)) = Matrix.trace (H * (Rᵀ * A)) := by
    rw [← Matrix.mul_assoc, Matrix.trace_mul_comm (Rᵀ * A) H]
  rw [frobSq_eq_trace (R + A * H), frobSq_eq_trace R, frobSq_eq_trace (A * H),
    Matrix.transpose_add, Matrix.add_mul, Matrix.mul_add, Matrix.mul_add, Matrix.mul_add,
    Matrix.trace_add, Matrix.trace_add, Matrix.trace_add, Matrix.trace_add, h1, h2]
  ring
```

Setting H = Y − X and S = 0 gives the excess misfit.

```lean
/-- If a symmetric `X` solves the normal equation, the excess squared misfit of any symmetric
`Y` is the squared Frobenius norm of `A (Y - X)`. -/
theorem excess_misfit {A B : Matrix m n ℝ} {X Y : Matrix n n ℝ}
    (hX : X.IsSymm) (hY : Y.IsSymm)
    (h : Aᵀ * A * X + X * (Aᵀ * A) = Aᵀ * B + Bᵀ * A) :
    frobSq (A * Y - B) = frobSq (A * X - B) + frobSq (A * (Y - X)) := by
  have h0 : fitGradient A B X = 0 := sub_eq_zero.2 h
  have e := misfit_expansion A B hX (hY.sub hX)
  rw [add_sub_cancel, h0, Matrix.mul_zero, Matrix.trace_zero] at e
  linarith
```

Q: Your definition compares norms, but the argument compares squares.

A: `Real.sqrt_le_sqrt_iff` passes from norms to squares in the forward direction, and `Real.sqrt_le_sqrt` passes back in the other. In the forward half, `hS` proves that S is symmetric, `key` is the inequality for every t, and `h` evaluates it at t = −s/(c + 1). The 1 in the denominator lets the same step work when c = 0. The reverse half is the excess-misfit formula plus nonnegativity.

```lean
/-- A symmetric `X` minimises the Frobenius norm of `A X - B` over all symmetric matrices
if and only if `AᵀA X + X AᵀA = AᵀB + BᵀA`. -/
theorem isHessianFit_iff (A B : Matrix m n ℝ) {X : Matrix n n ℝ} (hX : X.IsSymm) :
    IsHessianFit A B X ↔ Aᵀ * A * X + X * (Aᵀ * A) = Aᵀ * B + Bᵀ * A := by
  constructor
  · rintro ⟨-, hmin⟩
    have hS : (fitGradient A B X).IsSymm := by
      change (fitGradient A B X)ᵀ = fitGradient A B X
      simp only [fitGradient, Matrix.transpose_sub, Matrix.transpose_add,
        Matrix.transpose_mul, Matrix.transpose_transpose, hX.eq, Matrix.mul_assoc]
      abel
    have hs : frobSq (fitGradient A B X) =
        Matrix.trace (fitGradient A B X * fitGradient A B X) := by
      rw [frobSq_eq_trace, hS.eq]
    -- vary X along its own gradient
    have key : ∀ t : ℝ, 0 ≤ t * frobSq (fitGradient A B X)
        + t ^ 2 * frobSq (A * fitGradient A B X) := by
      intro t
      have h := (Real.sqrt_le_sqrt_iff (frobSq_nonneg _)).1
        (hmin (X + t • fitGradient A B X) (hX.add (hS.smul t)))
      have hq : frobSq (t • (A * fitGradient A B X)) =
          t ^ 2 * frobSq (A * fitGradient A B X) := by
        simp only [frobSq, Matrix.smul_apply, smul_eq_mul, mul_pow, Finset.mul_sum]
      rw [misfit_expansion A B hX (hS.smul t), Matrix.smul_mul, Matrix.trace_smul,
        Matrix.mul_smul, hq, smul_eq_mul, ← hs] at h
      linarith
    have hc := frobSq_nonneg (A * fitGradient A B X)
    have hzero : frobSq (fitGradient A B X) = 0 := by
      generalize frobSq (fitGradient A B X) = s at key
      generalize frobSq (A * fitGradient A B X) = c at key hc
      have hc1 : c + 1 ≠ 0 := by positivity
      -- this step against the gradient would lower the misfit unless the gradient vanishes
      have h := key (-(s / (c + 1)))
      have e : -(s / (c + 1)) * s + (-(s / (c + 1))) ^ 2 * c = -(s / (c + 1)) ^ 2 := by
        field_simp
        ring
      rw [e] at h
      have h2 : s / (c + 1) = 0 := by
        have h3 : (s / (c + 1)) ^ 2 = 0 := le_antisymm (by linarith) (sq_nonneg _)
        simpa only [pow_eq_zero_iff two_ne_zero] using h3
      exact (div_eq_zero_iff.1 h2).resolve_right hc1
    exact sub_eq_zero.1 (eq_zero_of_frobSq hzero)
  · intro h
    refine ⟨hX, fun Y hY => Real.sqrt_le_sqrt ?_⟩
    linarith [excess_misfit hX hY h, frobSq_nonneg (A * (Y - X))]
```

Q: With a₂ = 0, x₂₂ was arbitrary. Should I trust any prediction from such a fit?

A: For the displacements you measured, all best fits give the same prediction. If X and Y are both best fits, their misfits are equal, so ‖A(Y − X)‖² = 0 and AX = AY. In your example x₂₂ never enters AX. For a displacement outside the span of the measured ones, the predictions can differ.

```lean
/-- Any two best symmetric Hessians predict the same gradient changes for the measured
displacements. -/
theorem fits_agree {A B : Matrix m n ℝ} {X Y : Matrix n n ℝ}
    (hX : IsHessianFit A B X) (hY : IsHessianFit A B Y) : A * X = A * Y := by
  have e := excess_misfit hX.1 hY.1 ((isHessianFit_iff A B hX.1).1 hX)
  have h := (Real.sqrt_le_sqrt_iff (frobSq_nonneg _)).1 (hY.2 X hX.1)
  have h0 : frobSq (A * (Y - X)) = 0 :=
    le_antisymm (by linarith) (frobSq_nonneg _)
  have h1 := eq_zero_of_frobSq h0
  rw [Matrix.mul_sub] at h1
  exact (sub_eq_zero.1 h1).symm
```

Q: When is the Hessian itself determined?

A: When A annihilates no nonzero vector, which means that the measured displacements span the coordinate space. In Cartesian coordinates this fails if every displacement keeps the centre of mass fixed. Under the condition, define the linear map

L(X) = AᵀAX + XAᵀA.

If L(X) = 0, multiply by Xᵀ and take the trace:

0 = tr(XᵀL(X)) = ‖AX‖² + ‖AXᵀ‖².

Hence AX = 0, so A annihilates each column of X, and X = 0. The lemma follows these lines, with `hcol` treating one column at a time.

```lean
/-- If `A` annihilates no nonzero vector, the only matrix with `AᵀA X + X AᵀA = 0` is zero. -/
theorem lyapunov_injective {A : Matrix m n ℝ} (hA : ∀ v : n → ℝ, A *ᵥ v = 0 → v = 0)
    {X : Matrix n n ℝ} (h : Aᵀ * A * X + X * (Aᵀ * A) = 0) : X = 0 := by
  have h1 : frobSq (A * X) = Matrix.trace (Xᵀ * (Aᵀ * A * X)) := by
    rw [frobSq_eq_trace, Matrix.transpose_mul]
    simp only [Matrix.mul_assoc]
  have h2 : frobSq (A * Xᵀ) = Matrix.trace (Xᵀ * (X * (Aᵀ * A))) := by
    rw [frobSq_eq_trace, Matrix.transpose_mul, Matrix.transpose_transpose,
      Matrix.trace_mul_comm Xᵀ]
    simp only [Matrix.mul_assoc]
  have h3 : frobSq (A * X) + frobSq (A * Xᵀ) = 0 := by
    rw [h1, h2, ← Matrix.trace_add, ← Matrix.mul_add, h, Matrix.mul_zero, Matrix.trace_zero]
  have h4 : A * X = 0 := eq_zero_of_frobSq
    (le_antisymm (by linarith [frobSq_nonneg (A * Xᵀ)]) (frobSq_nonneg _))
  -- every column of X is annihilated by A
  ext i j
  have hcol : A *ᵥ (fun k => X k j) = 0 := by
    funext l
    have := congrArg (fun M : Matrix m n ℝ => M l j) h4
    simpa [Matrix.mulVec, dotProduct, Matrix.mul_apply] using this
  exact congrFun (hA _ hcol) i
```

Q: That gives at most one solution. Where does an actual solution come from? You have not inverted L.

A: Existence turns on one Mathlib theorem, `LinearMap.injective_iff_surjective`. It says that a linear map from a finite-dimensional space to itself is injective if and only if it is surjective. This is why the code packages L as a linear map, with `map_add'` and `map_smul'` proving linearity: once the kernel is known to be zero, every right-hand side is reached, including AᵀB + BᵀA. The theorem supplies a solution without a formula for it.

Q: But L acts on all square matrices. The solution it supplies might not be symmetric.

A: Transpose the equation. Both AᵀA and the right-hand side are symmetric, so Xᵀ solves the same equation as X, and injectivity gives Xᵀ = X. In the code these are `hT` and `hsymm`. The main theorem then makes X a best fit. Any other best fit Y satisfies L(Y) = L(X), so Y = X. The intermediate `hAY` records that the predictions agree, but the last step relies on injectivity alone.

```lean
/-- If `A` annihilates no nonzero vector, there is exactly one best symmetric Hessian. -/
theorem existsUnique_hessianFit {A : Matrix m n ℝ} (B : Matrix m n ℝ)
    (hA : ∀ v : n → ℝ, A *ᵥ v = 0 → v = 0) : ∃! X, IsHessianFit A B X := by
  let L : Matrix n n ℝ →ₗ[ℝ] Matrix n n ℝ :=
    { toFun := fun X => Aᵀ * A * X + X * (Aᵀ * A)
      map_add' := fun X Y => by
        simp only [Matrix.mul_add, Matrix.add_mul]
        abel
      map_smul' := fun t X => by
        simp only [Matrix.mul_smul, Matrix.smul_mul, smul_add, RingHom.id_apply] }
  have hinj : Function.Injective L :=
    (injective_iff_map_eq_zero L).2 fun X h => lyapunov_injective hA h
  obtain ⟨X, hLX⟩ := (LinearMap.injective_iff_surjective.1 hinj) (Aᵀ * B + Bᵀ * A)
  have hX : Aᵀ * A * X + X * (Aᵀ * A) = Aᵀ * B + Bᵀ * A := hLX
  -- the transpose solves the same equation, so the solution is symmetric
  have hT : Aᵀ * A * Xᵀ + Xᵀ * (Aᵀ * A) = Aᵀ * B + Bᵀ * A := by
    have ht := congrArg Matrix.transpose hX
    simp only [Matrix.transpose_add, Matrix.transpose_mul, Matrix.transpose_transpose] at ht
    rw [add_comm, ht, add_comm]
  have hsymm : X.IsSymm := hinj (show L Xᵀ = L X from hT.trans hX.symm)
  have hfit := (isHessianFit_iff A B hsymm).2 hX
  refine ⟨X, hfit, fun Y hY => ?_⟩
  have hAY : A * (Y - X) = 0 := by
    rw [Matrix.mul_sub, fits_agree hY hfit, sub_self]
  have hYX : L Y = L X := ((isHessianFit_iff A B hY.1).1 hY).trans hX.symm
  exact hinj hYX

end

end SymmetricProcrustes
```

```lean
#print axioms SymmetricProcrustes.existsUnique_hessianFit
-- 'SymmetricProcrustes.existsUnique_hessianFit' depends on axioms: [propext, Classical.choice, Quot.sound]
```

Q: So for incomplete data, what exactly do I have?

A: A test for any symmetric candidate, and agreement between any two best fits on the measured displacements. The existence theorem here covers only displacements that span the space.
